# Convex ground energies and a nonzero transition amplitude close the gap of an ensemble with fractional electron number

## Poles defined by a limit

A pole is taken here as a property of the Green's function, not as an entry in a list of energy differences: a real frequency \(\omega\) is a pole of \(G\) if \((z-\omega)G(z)\) has a nonzero limit as \(z\to\omega\). A transition with zero amplitude then produces no pole.

Let \(H_k\) be the Hamiltonian of the \(k\)-electron sector, \(E_k\) its ground energy and \(\psi_k\) a normalised ground state. The ensemble contains \(\psi_N\) with weight \(1-x\) and \(\psi_{N+1}\) with weight \(x\), where \(0<x<1\). Let \(c\) remove an electron from a fixed orbital. The addition and removal parts of the Green's function are the weighted averages of

\[
\langle\psi|c\,(z+E-H)^{-1}c^\dagger|\psi\rangle,\qquad
\langle\psi|c^\dagger(z-E+H)^{-1}c|\psi\rangle ,
\]

where \(E\) is the energy of \(\psi\) and \(H\) acts in the sector reached.

Two conditions enter. Convexity, \(2E_N\le E_{N-1}+E_{N+1}\) and \(2E_{N+1}\le E_N+E_{N+2}\), says that each further electron costs at least as much energy as the one before. The amplitude \(\langle\psi_N|c|\psi_{N+1}\rangle\ne0\) says that the orbital connects the two ground states. The two edges are the lowest addition pole and the highest removal pole, and the gap is the first minus the second.

## Residues are squared overlaps

Let \(b_i\) be an orthonormal eigenbasis of \(H\) with energies \(e_i\), and let \(\varphi\) be any vector of the sector, such as \(c^\dagger\psi\) in the addition part. The removal part has the same form with \(c\,\psi\) for \(\varphi\) and \(-H\) for \(H\). Expanding \(\varphi=\sum_i\langle b_i|\varphi\rangle b_i\) and dividing each term by \(w-e_i\) gives

\[
\langle\varphi|(w-H)^{-1}|\varphi\rangle=\sum_i\frac{|\langle b_i|\varphi\rangle|^2}{w-e_i}.
\]

Set \(w=z+s\) with a real shift \(s\), multiply by \(z-\omega\) and let \(z\to\omega\). Only terms with \(e_i=\omega+s\) survive, so the residue is the sum of their squared overlaps. It is nonnegative, and nonzero exactly when \(\varphi\) overlaps an eigenstate of energy \(\omega+s\). In a mixture with positive weights, residues therefore cannot cancel.

## Both edges meet at \(E_{N+1}-E_N\)

An addition pole from \(\psi_N\) lies at \(\varepsilon-E_N\), with \(\varepsilon\) an eigenvalue of \(H_{N+1}\), hence at or above \(E_{N+1}-E_N\). One from \(\psi_{N+1}\) lies at or above \(E_{N+2}-E_{N+1}\), which convexity places at or above \(E_{N+1}-E_N\).

A removal pole from \(\psi_{N+1}\) lies at \(E_{N+1}-\varepsilon\le E_{N+1}-E_N\), with \(\varepsilon\) now an eigenvalue of \(H_N\). One from \(\psi_N\) lies at or below \(E_N-E_{N-1}\le E_{N+1}-E_N\), again by convexity.

Both bounds are attained. The state \(c^\dagger\psi_N\) overlaps \(\psi_{N+1}\), and \(c\,\psi_{N+1}\) overlaps \(\psi_N\), since the two amplitudes are complex conjugates.

For the pure state \(\psi_N\), an addition pole \(a\) satisfies \(a\ge E_{N+1}-E_N\) and a removal pole \(r\) satisfies \(r\le E_N-E_{N-1}\). Subtraction gives \(a-r\ge E_{N+1}+E_{N-1}-2E_N\).

## A charging island with \(E_k=k^2\)

This is a toy model, not a true electron orbital: its residues below sum to 2, whereas \(cc^\dagger+c^\dagger c=1\) would make them sum to 1. Here \(k\) counts electrons relative to a neutral reference, so \(k=-1\) means one electron missing. Take one level per charge sector, all amplitudes between neighbouring sectors equal to 1, \(N=0\) and \(x=\tfrac14\). The energies for \(k=-1,0,1,2\) are \(1,0,1,4\), so

\[
G_{\rm add}=\frac{3/4}{z-1}+\frac{1/4}{z-3},\qquad
G_{\rm rem}=\frac{3/4}{z+1}+\frac{1/4}{z-1}.
\]

The lowest addition pole and the highest removal pole are both at 1. At \(x=0\) the poles are at 1 and \(-1\), with gap 2.

## What the theorems say

In `ensemble_gap_closes`, `V k` is a finite-dimensional sector, `H k` its Hamiltonian and `c j k` the block of \(c\) from sector \(k\) to \(j\). `IsLeast` and `IsGreatest` state that \(E_{N+1}-E_N\) is itself a pole and bounds the others. Ground states may be degenerate; `ψ` fixes the ones used.

Convexity is assumed, not derived from an interaction, and no anticommutation relations are imposed. All four sectors from \(N-1\) to \(N+2\) must contain a normalised ground state, so for electrons in \(M\) spin orbitals the theorem covers \(1\le N\le M-2\).

`pure_state_gap` needs neither convexity nor a nonzero amplitude; it bounds from below the difference \(a-r\) between any addition pole \(a\) and any removal pole \(r\).

For electronic structure at fractional electron number, the result means that in this finite-dimensional ensemble the distance between the two edges is zero, even when the \(N\)-electron system has a positive gap.

In Lean 4 with Mathlib:

```lean
import Mathlib

open Filter Topology

namespace FractionalParticleNumber

noncomputable section

section Resolvent

variable {V W : Type*} [NormedAddCommGroup V] [InnerProductSpace ℂ V]
  [NormedAddCommGroup W] [InnerProductSpace ℂ W]

/-- The resolvent element `⟨φ|(z - H)⁻¹|φ⟩`, meant for `z` outside the spectrum of `H`. -/
def resolventElement (H : Module.End ℂ V) (φ : V) (z : ℂ) : ℂ :=
  inner ℂ φ (Ring.inverse (z • (1 : Module.End ℂ V) - H) φ)

/-- `G` has a simple pole at the real frequency `ω`: `(z - ω) G(z)` has a nonzero limit. -/
def IsPole (G : ℂ → ℂ) (ω : ℝ) : Prop :=
  ∃ r : ℂ, r ≠ 0 ∧ Tendsto (fun z => (z - ω) * G z) (𝓝[≠] (ω : ℂ)) (𝓝 r)

/-- The state `φ` overlaps some eigenstate of `H` with energy `ε`. -/
def Overlaps (H : Module.End ℂ V) (φ : V) (ε : ℝ) : Prop :=
  ∃ χ : V, H χ = (ε : ℂ) • χ ∧ inner ℂ χ φ ≠ 0

/-- `ψ` is a normalised eigenstate of `H` whose energy `E` bounds all expectation values
from below. -/
structure IsGroundState (H : Module.End ℂ V) (E : ℝ) (ψ : V) : Prop where
  norm_one : ‖ψ‖ = 1
  eigen : H ψ = (E : ℂ) • ψ
  lower : ∀ φ : V, E * ‖φ‖ ^ 2 ≤ (inner ℂ φ (H φ)).re

/-- Variational bound: an eigenstate overlapped by `φ` lies no lower than the ground energy. -/
theorem IsGroundState.le_of_overlaps {H : Module.End ℂ V} {E ε : ℝ} {ψ φ : V}
    (hg : IsGroundState H E ψ) (h : Overlaps H φ ε) : E ≤ ε := by
  obtain ⟨χ, hχ, ho⟩ := h
  have hpos : 0 < ‖χ‖ := norm_pos_iff.mpr fun h0 => ho (by rw [h0, inner_zero_left])
  have hn : (inner ℂ χ χ).re = ‖χ‖ ^ 2 := inner_self_eq_norm_sq (𝕜 := ℂ) χ
  have hl := hg.lower χ
  rw [hχ, inner_smul_right, Complex.re_ofReal_mul, hn] at hl
  exact le_of_mul_le_mul_right hl (pow_pos hpos 2)

/-- Reversing the sign of the Hamiltonian reverses the sign of the overlapped energies. -/
theorem overlaps_neg {H : Module.End ℂ V} {φ : V} {ε : ℝ} :
    Overlaps (-H) φ ε ↔ Overlaps H φ (-ε) := by
  refine exists_congr fun χ => and_congr_left' ?_
  rw [LinearMap.neg_apply, neg_eq_iff_eq_neg, Complex.ofReal_neg, neg_smul]

/-- The negative of a symmetric Hamiltonian is symmetric. -/
theorem isSymmetric_neg {H : Module.End ℂ V} (hH : LinearMap.IsSymmetric H) :
    LinearMap.IsSymmetric (-H) := fun x y => by
  rw [LinearMap.neg_apply, LinearMap.neg_apply, inner_neg_left, inner_neg_right, hH x y]

variable [FiniteDimensional ℂ V] [FiniteDimensional ℂ W]

/-- Lehmann representation: in an orthonormal eigenbasis, and away from the eigenvalues, the
resolvent element is a sum of squared overlaps over energy denominators. -/
theorem lehmann {ι : Type*} [Fintype ι] {H : Module.End ℂ V} (b : OrthonormalBasis ι ℂ V)
    (e : ι → ℝ) (hb : ∀ i, H (b i) = (e i : ℂ) • b i) (φ : V) (z : ℂ) (hz : ∀ i, z ≠ e i) :
    resolventElement H φ z = ∑ i, ((‖inner ℂ (b i) φ‖ ^ 2 : ℝ) : ℂ) / (z - e i) := by
  -- solve (z - H) y = v in the eigenbasis
  have key : ∀ v : V, (z • (1 : Module.End ℂ V) - H)
      (∑ i, (inner ℂ (b i) v / (z - e i)) • b i) = v := by
    intro v
    rw [map_sum]
    refine Eq.trans (Finset.sum_congr rfl fun i _ => ?_) (b.sum_repr' v)
    have hi : z - e i ≠ 0 := sub_ne_zero.mpr (hz i)
    rw [map_smul, LinearMap.sub_apply, LinearMap.smul_apply, Module.End.one_apply, hb,
      ← sub_smul, smul_smul, div_mul_cancel₀ _ hi]
  have hu : IsUnit (z • (1 : Module.End ℂ V) - H) :=
    (LinearMap.isUnit_iff_range_eq_top _).mpr
      (LinearMap.range_eq_top.mpr fun v => ⟨_, key v⟩)
  have hR : Ring.inverse (z • (1 : Module.End ℂ V) - H) φ
      = ∑ i, (inner ℂ (b i) φ / (z - e i)) • b i := by
    have h := congrArg (fun T : Module.End ℂ V => T (∑ i, (inner ℂ (b i) φ / (z - e i)) • b i))
      (Ring.inverse_mul_cancel _ hu)
    simpa only [Module.End.mul_apply, key, Module.End.one_apply] using h
  rw [resolventElement, hR, inner_sum]
  refine Finset.sum_congr rfl fun i _ => ?_
  rw [inner_smul_right, ← inner_conj_symm φ (b i), div_mul_eq_mul_div, Complex.mul_conj,
    Complex.normSq_eq_norm_sq]

/-- For a symmetric Hamiltonian the residue of the shifted resolvent element at `ω` is
nonnegative, and it is nonzero exactly when `φ` overlaps an eigenstate of energy `ω + s`. -/
theorem exists_residue {H : Module.End ℂ V} (hH : LinearMap.IsSymmetric H) (φ : V) (s ω : ℝ) :
    ∃ r : ℝ, 0 ≤ r ∧ Tendsto (fun z : ℂ => (z - ω) * resolventElement H φ (z + s))
      (𝓝[≠] (ω : ℂ)) (𝓝 (r : ℂ)) ∧ (r ≠ 0 ↔ Overlaps H φ (ω + s)) := by
  obtain ⟨b, e, hb⟩ : ∃ (b : OrthonormalBasis (Fin (Module.finrank ℂ V)) ℂ V)
      (e : Fin (Module.finrank ℂ V) → ℝ), ∀ i, H (b i) = (e i : ℂ) • b i :=
    ⟨hH.eigenvectorBasis rfl, hH.eigenvalues rfl, hH.apply_eigenvectorBasis rfl⟩
  refine ⟨∑ i, if e i = ω + s then ‖inner ℂ (b i) φ‖ ^ 2 else 0,
    Finset.sum_nonneg fun i _ => by split_ifs <;> positivity, ?_, ?_, ?_⟩
  · have hne : ∀ a : ℂ, ∀ᶠ z in 𝓝[≠] (ω : ℂ), z ≠ a := by
      intro a
      by_cases h : a = ω
      · rw [h]
        exact eventually_mem_nhdsWithin
      · exact eventually_ne_nhdsWithin (Ne.symm h)
    -- only the terms with energy ω + s survive the limit
    have hterm : ∀ i, Tendsto
        (fun z : ℂ => (z - ω) * (((‖inner ℂ (b i) φ‖ ^ 2 : ℝ) : ℂ) / (z + s - e i)))
        (𝓝[≠] (ω : ℂ))
        (𝓝 ((if e i = ω + s then ‖inner ℂ (b i) φ‖ ^ 2 else 0 : ℝ) : ℂ)) := by
      intro i
      by_cases h : e i = ω + s
      · rw [if_pos h]
        refine tendsto_const_nhds.congr' ?_
        filter_upwards [hne ω] with z hz
        have hz' : z - ω ≠ 0 := sub_ne_zero.mpr hz
        have h1 : z + s - e i = z - ω := by
          rw [h]
          push_cast
          ring
        rw [h1]
        field_simp
      · rw [if_neg h]
        have hn : (ω : ℂ) + s - e i ≠ 0 := by
          intro h0
          have h1 : ω + s - e i = 0 := by exact_mod_cast h0
          exact h (by linarith)
        have hc : ContinuousAt (fun z : ℂ =>
            (z - ω) * (((‖inner ℂ (b i) φ‖ ^ 2 : ℝ) : ℂ) / (z + s - e i))) (ω : ℂ) :=
          ContinuousAt.mul (by fun_prop) (ContinuousAt.div (by fun_prop) (by fun_prop) hn)
        have h2 := hc.tendsto.mono_left (nhdsWithin_le_nhds (s := {(ω : ℂ)}ᶜ))
        simpa only [sub_self, zero_mul, Complex.ofReal_zero] using h2
    rw [Complex.ofReal_sum]
    refine (tendsto_finsetSum Finset.univ fun i _ => hterm i).congr' ?_
    filter_upwards [eventually_all.mpr fun i => hne (e i - s)] with z hz
    rw [lehmann b e hb φ (z + s) (fun i h => hz i (by linear_combination h)), Finset.mul_sum]
  · intro hr
    obtain ⟨i, _, hi⟩ := Finset.exists_ne_zero_of_sum_ne_zero hr
    by_cases h : e i = ω + s
    · exact ⟨b i, by rw [hb, h], fun h0 => hi (by simp [h0])⟩
    · exact absurd (if_neg h) hi
  · rintro ⟨χ, hχ, ho⟩ hr
    apply ho
    have hz := (Finset.sum_eq_zero_iff_of_nonneg
      (fun i _ => by split_ifs <;> positivity)).mp hr
    rw [← b.sum_inner_mul_inner χ φ]
    refine Finset.sum_eq_zero fun i _ => ?_
    by_cases h : e i = ω + s
    · have h1 := hz i (Finset.mem_univ i)
      rw [if_pos h] at h1
      have h0 : inner ℂ (b i) φ = 0 := norm_eq_zero.mp ((pow_eq_zero_iff two_ne_zero).mp h1)
      rw [h0, mul_zero]
    · -- eigenstates of different energy are orthogonal
      have hs := hH χ (b i)
      rw [hχ, hb, inner_smul_left, inner_smul_right, Complex.conj_ofReal] at hs
      have hd : ((ω + s : ℝ) : ℂ) - e i ≠ 0 :=
        sub_ne_zero.mpr fun h' => h (Complex.ofReal_injective h').symm
      have hm : (((ω + s : ℝ) : ℂ) - e i) * inner ℂ χ (b i) = 0 := by
        linear_combination hs
      rw [(mul_eq_zero.mp hm).resolve_left hd, zero_mul]

/-- With nonnegative weights and symmetric Hamiltonians, the poles of a mixture of two resolvent
elements are those of the parts with nonzero weight: nothing cancels. -/
theorem isPole_mixture {H : Module.End ℂ V} {K : Module.End ℂ W} (hH : LinearMap.IsSymmetric H)
    (hK : LinearMap.IsSymmetric K) (φ : V) (χ : W) (s t : ℝ) {p q : ℝ} (hp : 0 ≤ p)
    (hq : 0 ≤ q) (ω : ℝ) :
    IsPole (fun z => (p : ℂ) * resolventElement H φ (z + s)
      + (q : ℂ) * resolventElement K χ (z + t)) ω ↔
      (p ≠ 0 ∧ Overlaps H φ (ω + s)) ∨ (q ≠ 0 ∧ Overlaps K χ (ω + t)) := by
  obtain ⟨r, hr, tr, ir⟩ := exists_residue hH φ s ω
  obtain ⟨u, hu, tu, iu⟩ := exists_residue hK χ t ω
  have ht : Tendsto (fun z : ℂ => (z - ω) * ((p : ℂ) * resolventElement H φ (z + s)
      + (q : ℂ) * resolventElement K χ (z + t))) (𝓝[≠] (ω : ℂ))
      (𝓝 ((p * r + q * u : ℝ) : ℂ)) := by
    rw [Complex.ofReal_add, Complex.ofReal_mul, Complex.ofReal_mul]
    exact ((tr.const_mul (p : ℂ)).add (tu.const_mul (q : ℂ))).congr fun z => by ring
  have hpole : IsPole (fun z => (p : ℂ) * resolventElement H φ (z + s)
      + (q : ℂ) * resolventElement K χ (z + t)) ω ↔ p * r + q * u ≠ 0 :=
    ⟨fun ⟨v, hv, h⟩ h0 => hv (by rw [tendsto_nhds_unique h ht, h0, Complex.ofReal_zero]),
      fun h => ⟨_, Complex.ofReal_ne_zero.mpr h, ht⟩⟩
  have h0 := add_eq_zero_iff_of_nonneg (mul_nonneg hp hr) (mul_nonneg hq hu)
  rw [mul_eq_zero, mul_eq_zero] at h0
  rw [hpole, ← ir, ← iu]
  tauto

end Resolvent

section Ensemble

variable {V : ℤ → Type*} [∀ k, NormedAddCommGroup (V k)] [∀ k, InnerProductSpace ℂ (V k)]
  [∀ k, FiniteDimensional ℂ (V k)]

/-- Addition part `⟨ψ|c (z + E - H)⁻¹ c†|ψ⟩` of the Green's function, averaged over `ψ N` and
`ψ (N+1)` with weights `1 - x` and `x`; `c j k` is the block of `c` from sector `k` to `j`.
It is meant for `z` off the addition energies. -/
def ensembleAddition (H : ∀ k, Module.End ℂ (V k)) (c : ∀ j k, V k →ₗ[ℂ] V j) (E : ℤ → ℝ)
    (ψ : ∀ k, V k) (N : ℤ) (x : ℝ) (z : ℂ) : ℂ :=
  ((1 - x : ℝ) : ℂ) * resolventElement (H (N + 1))
      (LinearMap.adjoint (c N (N + 1)) (ψ N)) (z + E N)
    + (x : ℂ) * resolventElement (H (N + 2))
      (LinearMap.adjoint (c (N + 1) (N + 2)) (ψ (N + 1))) (z + E (N + 1))

/-- Removal part `⟨ψ|c† (z - E + H)⁻¹ c|ψ⟩` of the Green's function, averaged over `ψ N` and
`ψ (N+1)` with weights `1 - x` and `x`. It is meant for `z` off the removal energies. -/
def ensembleRemoval (H : ∀ k, Module.End ℂ (V k)) (c : ∀ j k, V k →ₗ[ℂ] V j) (E : ℤ → ℝ)
    (ψ : ∀ k, V k) (N : ℤ) (x : ℝ) (z : ℂ) : ℂ :=
  ((1 - x : ℝ) : ℂ) * resolventElement (-H (N - 1)) (c (N - 1) N (ψ N)) (z + ((-E N : ℝ) : ℂ))
    + (x : ℂ) * resolventElement (-H N) (c N (N + 1) (ψ (N + 1)))
      (z + ((-E (N + 1) : ℝ) : ℂ))

variable {H : ∀ k, Module.End ℂ (V k)} {c : ∀ j k, V k →ₗ[ℂ] V j} {E : ℤ → ℝ}
  {ψ : ∀ k, V k} {N : ℤ}

/-- Let the Hamiltonians be symmetric, the ground energies of the sectors `N-1` to `N+2` convex
at `N` and `N+1`, and let `c` connect the ground states `ψ (N+1)` and `ψ N`. For `0 < x < 1` the
lowest addition pole and the highest removal pole both equal `E (N+1) - E N`. -/
theorem ensemble_gap_closes (hH : ∀ k, LinearMap.IsSymmetric (H k))
    (hg : ∀ k, N - 1 ≤ k → k ≤ N + 2 → IsGroundState (H k) (E k) (ψ k))
    (hN : 2 * E N ≤ E (N - 1) + E (N + 1)) (hN' : 2 * E (N + 1) ≤ E N + E (N + 2))
    (hc : inner ℂ (ψ N) (c N (N + 1) (ψ (N + 1))) ≠ 0) {x : ℝ} (hx : 0 < x) (hx' : x < 1) :
    IsLeast {ω : ℝ | IsPole (ensembleAddition H c E ψ N x) ω} (E (N + 1) - E N) ∧
      IsGreatest {ω : ℝ | IsPole (ensembleRemoval H c E ψ N x) ω} (E (N + 1) - E N) := by
  have hp : 0 < 1 - x := by linarith
  have hA := isPole_mixture (hH (N + 1)) (hH (N + 2))
    (LinearMap.adjoint (c N (N + 1)) (ψ N))
    (LinearMap.adjoint (c (N + 1) (N + 2)) (ψ (N + 1))) (E N) (E (N + 1)) hp.le hx.le
  have hR := isPole_mixture (isSymmetric_neg (hH (N - 1))) (isSymmetric_neg (hH N))
    (c (N - 1) N (ψ N)) (c N (N + 1) (ψ (N + 1))) (-E N) (-E (N + 1)) hp.le hx.le
  refine ⟨⟨(hA _).mpr (Or.inl ⟨hp.ne', ψ (N + 1), ?_, ?_⟩), fun ω hω => ?_⟩,
    ⟨(hR _).mpr (Or.inr ⟨hx.ne', overlaps_neg.mpr ⟨ψ N, ?_, hc⟩⟩), fun ω hω => ?_⟩⟩
  · rw [sub_add_cancel]
    exact (hg (N + 1) (by omega) (by omega)).eigen
  · rw [LinearMap.adjoint_inner_right]
    exact fun h => hc (inner_eq_zero_symm.mp h)
  · -- convexity keeps the N+1 → N+2 poles above the edge
    rcases (hA ω).mp hω with ⟨_, h⟩ | ⟨_, h⟩
    · have h1 := (hg (N + 1) (by omega) (by omega)).le_of_overlaps h
      linarith
    · have h1 := (hg (N + 2) (by omega) (by omega)).le_of_overlaps h
      linarith
  · have h1 : -(E (N + 1) - E N + -E (N + 1)) = E N := by ring
    rw [h1]
    exact (hg N (by omega) (by omega)).eigen
  · -- convexity keeps the N → N-1 poles below the edge
    rcases (hR ω).mp hω with ⟨_, h⟩ | ⟨_, h⟩
    · have h1 := (hg (N - 1) (by omega) (by omega)).le_of_overlaps (overlaps_neg.mp h)
      linarith
    · have h1 := (hg N (by omega) (by omega)).le_of_overlaps (overlaps_neg.mp h)
      linarith

/-- Let the Hamiltonians be symmetric and `E (N-1)`, `E (N+1)` be ground energies. At `x = 0`, the
pure `N`-electron state, any addition pole `a` and removal pole `r` are separated by at least
`E (N+1) + E (N-1) - 2 E N`. -/
theorem pure_state_gap (hH : ∀ k, LinearMap.IsSymmetric (H k))
    (hm : IsGroundState (H (N - 1)) (E (N - 1)) (ψ (N - 1)))
    (hp : IsGroundState (H (N + 1)) (E (N + 1)) (ψ (N + 1))) {a r : ℝ}
    (ha : IsPole (ensembleAddition H c E ψ N 0) a)
    (hr : IsPole (ensembleRemoval H c E ψ N 0) r) :
    E (N + 1) + E (N - 1) - 2 * E N ≤ a - r := by
  have h01 : (0 : ℝ) ≤ 1 - 0 := by norm_num
  rcases (isPole_mixture (hH (N + 1)) (hH (N + 2)) _ _ (E N) (E (N + 1)) h01 le_rfl a).mp ha
    with ⟨_, h⟩ | ⟨h, _⟩
  · rcases (isPole_mixture (isSymmetric_neg (hH (N - 1))) (isSymmetric_neg (hH N)) _ _
      (-E N) (-E (N + 1)) h01 le_rfl r).mp hr with ⟨_, h'⟩ | ⟨h', _⟩
    · have h1 := hp.le_of_overlaps h
      have h2 := hm.le_of_overlaps (overlaps_neg.mp h')
      linarith
    · exact absurd rfl h'
  · exact absurd rfl h

end Ensemble

/-- Charging island: one level of energy `k²` in the sector of charge `k`. -/
def islandH (k : ℤ) : Module.End ℂ ℂ := (((k : ℝ) ^ 2 : ℝ) : ℂ) • (1 : Module.End ℂ ℂ)

/-- The operator that lowers the charge of the island by one, given by its blocks. -/
def islandC (j k : ℤ) : ℂ →ₗ[ℂ] ℂ := if j + 1 = k then LinearMap.id else 0

/-- The charging island has symmetric Hamiltonians, ground energies `k²` that are strictly
convex, and nonzero transition amplitudes between neighbouring ground states. -/
theorem island_witness (k : ℤ) :
    LinearMap.IsSymmetric (islandH k) ∧ IsGroundState (islandH k) ((k : ℝ) ^ 2) (1 : ℂ) ∧
      2 * (k : ℝ) ^ 2 < ((k - 1 : ℤ) : ℝ) ^ 2 + ((k + 1 : ℤ) : ℝ) ^ 2 ∧
      inner ℂ (1 : ℂ) (islandC k (k + 1) 1) ≠ 0 := by
  refine ⟨fun x y => ?_, ⟨norm_one, ?_, fun φ => ?_⟩, ?_, ?_⟩
  · rw [islandH, LinearMap.smul_apply, LinearMap.smul_apply, Module.End.one_apply,
      Module.End.one_apply, inner_smul_left, inner_smul_right, Complex.conj_ofReal]
  · rw [islandH, LinearMap.smul_apply, Module.End.one_apply]
  · have hn : (inner ℂ φ φ).re = ‖φ‖ ^ 2 := inner_self_eq_norm_sq (𝕜 := ℂ) φ
    rw [islandH, LinearMap.smul_apply, Module.End.one_apply, inner_smul_right,
      Complex.re_ofReal_mul, hn]
  · push_cast
    nlinarith
  · simp [islandC]

end

end FractionalParticleNumber
```

```lean
#print axioms FractionalParticleNumber.ensemble_gap_closes
-- 'FractionalParticleNumber.ensemble_gap_closes' depends on axioms: [propext, Classical.choice, Quot.sound]
#print axioms FractionalParticleNumber.pure_state_gap
-- 'FractionalParticleNumber.pure_state_gap' depends on axioms: [propext, Classical.choice, Quot.sound]
```

## From the resolvent to the two edges

`lehmann` checks in `key` that the expanded vector solves \((z-H)y=v\). The operator is thus surjective, hence invertible in finite dimension, and the sum follows.

`exists_residue` takes the limit term by term in `hterm`: a term with \(e_i=\omega+s\) is constant near \(\omega\), and any other tends to zero. Orthogonality of eigenstates with different energies shows that a vanishing residue excludes every overlap at that energy, whatever basis was chosen.

`isPole_mixture` adds two such limits and uses the fact that a sum of nonnegative numbers vanishes only if both do. `IsGroundState.le_of_overlaps` is the variational bound, and `overlaps_neg` handles the sign of \(H\) in the removal part.

In `ensemble_gap_closes`, the overlaps with `ψ (N + 1)` and `ψ N` supply the two edge poles. The remaining cases follow the four inequalities above, each finished by `linarith`. `island_witness` confirms that the charging island satisfies the hypotheses.
